# One canonical purification step with c ≥ 1/2 conserves the electron number and keeps occupations in [0,1]

Let P = C diag(x) Cᴴ be a density matrix in a non-orthogonal basis with overlap matrix S. The columns of C are orbitals orthonormal in the metric S, and the occupations xᵢ lie in [0,1] and are not all 0 or 1. Put

c = Σ xᵢ²(1−xᵢ) / Σ xᵢ(1−xᵢ).

If c ≥ 1/2, the matrix

P′ = ((1+c) PSP − PSPSP) / c

satisfies tr(P′S) = tr(PS), and every eigenvalue of P′S is a real number in [0,1].

For non-interacting or mean-field electrons in a finite basis, repeated steps of this kind are a way to approach an idempotent density matrix without diagonalising a Hamiltonian. The result concerns a single step with c ≥ 1/2. The formula used for smaller c, and convergence under repetition, are separate questions.

## The step and its coefficient

Four definitions fix the objects. `density C x` is P, `purifyCoeff x` is c, `purify c S P` is P′, and `occupationMap c t` is the cubic

f(t) = ((1+c)t² − t³) / c,

which will turn out to act on each occupation separately. Matrices are complex; occupations and c are real and are converted to complex numbers where they multiply matrices. The letter `n` is the finite index set of the basis, not an occupation or an electron number. The same set labels the orbitals, so C is square and empty orbitals are included with xᵢ = 0.

```lean
import Mathlib

open Matrix

namespace NonorthogonalCanonicalPurification

noncomputable section

variable {n : Type*} [Fintype n] [DecidableEq n]

/-- The density matrix `C diag(x) Cᴴ` of orbitals with coefficient columns `C` and
occupations `x`. -/
def density (C : Matrix n n ℂ) (x : n → ℝ) : Matrix n n ℂ :=
  C * diagonal (fun i => (x i : ℂ)) * Cᴴ

/-- The canonical coefficient `∑ x²(1-x) / ∑ x(1-x)`, meant for occupations with
`∑ x(1-x) ≠ 0`. -/
def purifyCoeff (x : n → ℝ) : ℝ :=
  (∑ i, x i ^ 2 * (1 - x i)) / ∑ i, x i * (1 - x i)

/-- The purification step `((1+c) PSP - PSPSP) / c` in a basis with overlap matrix `S`,
meant for `c ≠ 0`. -/
def purify (c : ℝ) (S P : Matrix n n ℂ) : Matrix n n ℂ :=
  (c : ℂ)⁻¹ • ((1 + (c : ℂ)) • (P * S * P) - P * S * P * S * P)

/-- The cubic `((1+c) t² - t³) / c` for a single occupation `t`, meant for `c ≠ 0`. -/
def occupationMap (c t : ℝ) : ℝ := ((1 + c) * t ^ 2 - t ^ 3) / c
```

## Orthonormal orbitals: Cᴴ S C = 1

This hypothesis, `h` in the code, says that the orbitals are normalised and mutually orthogonal when overlaps between basis functions are counted. Since C is square, it also makes C invertible and gives S = (CCᴴ)⁻¹. Hence S is Hermitian and positive definite without a further assumption, and linearly dependent basis sets are excluded.

Write X = diag(x). Each S between two density matrices then meets a Cᴴ on its left and a C on its right, and disappears:

PSP = C X (CᴴSC) X Cᴴ = C X² Cᴴ,

PSPSP = C X³ Cᴴ.

The step therefore keeps the orbitals and changes only the occupations:

P′ = C diag(f(xᵢ)) Cᴴ.

Cyclic invariance of the trace gives the electron number, with the xᵢ read as spin-orbital occupations:

tr(PS) = tr(X CᴴSC) = Σ xᵢ.

In Lean, `purify_change_of_basis` first shows that purifying TPTᴴ with overlap S is the same as purifying P with overlap TᴴST and transforming back. This holds for any square T and needs no orthonormality.

```lean
omit [DecidableEq n] in
/-- The purification step is covariant under a change of basis `T`: one may purify with the
transformed overlap `Tᴴ S T` and transform the result back. -/
theorem purify_change_of_basis (c : ℝ) (S T P : Matrix n n ℂ) :
    purify c S (T * P * Tᴴ) = T * purify c (Tᴴ * S * T) P * Tᴴ := by
  simp only [purify, Matrix.mul_smul, Matrix.smul_mul, Matrix.mul_sub, Matrix.sub_mul,
    Matrix.mul_assoc]
```

The next two lemmas are the product rule and the trace formula. Both regroup the factors until CᴴSC appears, and then replace it by 1 using `h`.

```lean
/-- For orbitals orthonormal in the metric `S`, the product `P S Q` of two density matrices
built on them multiplies their occupations. -/
theorem density_mul {C S : Matrix n n ℂ} (h : Cᴴ * S * C = 1) (x y : n → ℝ) :
    density C x * S * density C y = density C (fun i => x i * y i) := by
  calc density C x * S * density C y
      = C * diagonal (fun i => (x i : ℂ)) * (Cᴴ * S * C)
          * diagonal (fun i => (y i : ℂ)) * Cᴴ := by
        simp only [density, Matrix.mul_assoc]
    _ = density C (fun i => x i * y i) := by
        rw [h, Matrix.mul_one, Matrix.mul_assoc C, diagonal_mul_diagonal]
        simp only [density, Complex.ofReal_mul]

/-- For orbitals orthonormal in the metric `S`, the electron number `tr(PS)` is the sum of
the occupations. -/
theorem trace_density {C S : Matrix n n ℂ} (h : Cᴴ * S * C = 1) (x : n → ℝ) :
    (density C x * S).trace = ((∑ i, x i : ℝ) : ℂ) := by
  calc (density C x * S).trace
      = (C * (diagonal (fun i => (x i : ℂ)) * (Cᴴ * S))).trace := by
        simp only [density, Matrix.mul_assoc]
    _ = (diagonal (fun i => (x i : ℂ)) * (Cᴴ * S * C)).trace := by
        rw [Matrix.trace_mul_comm]
        simp only [Matrix.mul_assoc]
    _ = ((∑ i, x i : ℝ) : ℂ) := by
        rw [h, Matrix.mul_one, Matrix.trace_diagonal, Complex.ofReal_sum]
```

With T = C the transformed overlap is 1, and the whole step becomes diagonal. `purify_density` checks that diagonal case entry by entry and transforms it back.

```lean
/-- For orbitals orthonormal in the metric `S`, the purification step keeps the orbitals and
sends each occupation through the cubic `occupationMap c`. -/
theorem purify_density {C S : Matrix n n ℂ} (h : Cᴴ * S * C = 1) (c : ℝ) (x : n → ℝ) :
    purify c S (density C x) = density C (fun i => occupationMap c (x i)) := by
  -- in the orbital basis the overlap is the identity and everything is diagonal
  have hd : purify c 1 (diagonal (fun i => (x i : ℂ)))
      = diagonal (fun i => ((occupationMap c (x i) : ℝ) : ℂ)) := by
    simp only [purify, Matrix.mul_one, diagonal_mul_diagonal]
    ext i j
    by_cases hij : i = j
    · subst hij
      simp only [Matrix.smul_apply, Matrix.sub_apply, diagonal_apply_eq, smul_eq_mul,
        occupationMap]
      push_cast
      ring
    · simp [hij]
  unfold density
  rw [purify_change_of_basis, h, hd]
```

Without normalisation the xᵢ are not the occupations, and a step with c computed from them can change the electron number. Take one basis function with S = 2, C = 1 and x = 3/4, so that c = 3/4. Then PS = 3/2, but P′S = 3/4.

## At least one fractional occupation

The hypothesis `hf` says that some xᵢ is neither 0 nor 1, so P is not yet idempotent in the metric S. By hand it is needed to define c. Every term xᵢ(1−xᵢ) is non-negative for occupations in [0,1], and a fractional occupation makes one term positive, so

D = Σ xᵢ(1−xᵢ) > 0.

This is `fractional_pos`.

```lean
omit [DecidableEq n] in
/-- Occupations in `[0,1]` that are not all 0 or 1 have `∑ x(1-x) > 0`. -/
theorem fractional_pos {x : n → ℝ} (hx : ∀ i, 0 ≤ x i ∧ x i ≤ 1)
    (hf : ∃ i, x i ≠ 0 ∧ x i ≠ 1) : 0 < ∑ i, x i * (1 - x i) := by
  obtain ⟨i, h0, h1⟩ := hf
  refine Finset.sum_pos' (fun j _ => mul_nonneg (hx j).1 (sub_nonneg.mpr (hx j).2))
    ⟨i, Finset.mem_univ i, mul_pos ?_ ?_⟩
  · exact lt_of_le_of_ne (hx i).1 (Ne.symm h0)
  · exact sub_pos.mpr (lt_of_le_of_ne (hx i).2 h1)
```

The coefficient can also be found without knowing the occupations. The product rule and the trace formula turn both sums into traces:

c = tr(PSPS − PSPSPS) / tr(PS − PSPS).

`purifyCoeff_eq_trace` proves this equality and that the denominator is non-zero. Its auxiliary statements `e1` and `e2` evaluate the denominator and the numerator.

```lean
/-- For orbitals orthonormal in the metric `S` and occupations in `[0,1]`, not all 0 or 1,
the canonical coefficient is `tr(PSPS - PSPSPS) / tr(PS - PSPS)`, with non-zero denominator. -/
theorem purifyCoeff_eq_trace {C S : Matrix n n ℂ} (h : Cᴴ * S * C = 1) {x : n → ℝ}
    (hx : ∀ i, 0 ≤ x i ∧ x i ≤ 1) (hf : ∃ i, x i ≠ 0 ∧ x i ≠ 1)
    {P : Matrix n n ℂ} (hP : P = density C x) :
    (P * S - P * S * P * S).trace ≠ 0 ∧
      (purifyCoeff x : ℂ) = (P * S * P * S - P * S * P * S * P * S).trace
        / (P * S - P * S * P * S).trace := by
  subst hP
  have e1 : (density C x * S - density C x * S * density C x * S).trace
      = ((∑ i, x i * (1 - x i) : ℝ) : ℂ) := by
    rw [density_mul h, Matrix.trace_sub, trace_density h, trace_density h,
      ← Complex.ofReal_sub, ← Finset.sum_sub_distrib]
    congr 1
    exact Finset.sum_congr rfl fun i _ => by ring
  have e2 : (density C x * S * density C x * S
      - density C x * S * density C x * S * density C x * S).trace
      = ((∑ i, x i ^ 2 * (1 - x i) : ℝ) : ℂ) := by
    rw [density_mul h, density_mul h, Matrix.trace_sub, trace_density h, trace_density h,
      ← Complex.ofReal_sub, ← Finset.sum_sub_distrib]
    congr 1
    exact Finset.sum_congr rfl fun i _ => by ring
  rw [e1, e2]
  exact ⟨Complex.ofReal_ne_zero.mpr (fractional_pos hx hf).ne',
    by rw [purifyCoeff, Complex.ofReal_div]⟩
```

If all occupations are 0 or 1, c is 0/0 and the step is undefined, but PSP = P already and there is nothing to purify. Lean sets 0/0 to 0, so c ≥ 1/2 would formally exclude this case too; the explicit hypothesis avoids relying on that convention.

## Occupations between 0 and 1

The hypothesis `hx` is the Pauli principle for spin-orbitals: none holds less than zero or more than one electron. It is an assumption about the input. In a simulation, a trial density matrix built from a Hamiltonian must be shown to have such occupations, for instance through bounds on the spectrum; the theorem starts after that step.

The conclusion speaks of eigenvalues of P′S, so these must be identified with occupations. Let Q = C diag(y) Cᴴ and QSv = μv with v ≠ 0, and let a = CᴴSv be the orbital components of v. Because C is square, CᴴSC = 1 also gives CCᴴS = 1, so v = Ca and a ≠ 0. Multiplying the eigenvalue equation by CᴴS gives

diag(y) a = μa.

At an index i with aᵢ ≠ 0 this reads yᵢaᵢ = μaᵢ, hence μ = yᵢ. The Lean proof follows these lines: `hCa` is v = Ca, `ha` is the diagonal eigenvalue equation, and the last line cancels aᵢ.

```lean
/-- For orbitals orthonormal in the metric `S`, every eigenvalue of `PS` is one of the
occupations from which `P` was built. -/
theorem eigenvalue_mem_occupations {C S : Matrix n n ℂ} (h : Cᴴ * S * C = 1) {y : n → ℝ}
    {μ : ℂ} {v : n → ℂ} (hv : v ≠ 0) (he : (density C y * S) *ᵥ v = μ • v) :
    ∃ i, μ = (y i : ℂ) := by
  -- the orbital components of `v` are `Cᴴ S v`
  have hCa : C *ᵥ ((Cᴴ * S) *ᵥ v) = v := by
    rw [Matrix.mulVec_mulVec, mul_eq_one_comm.mp h, Matrix.one_mulVec]
  have hm : Cᴴ * S * (density C y * S) = diagonal (fun i => (y i : ℂ)) * (Cᴴ * S) := by
    calc Cᴴ * S * (density C y * S)
        = (Cᴴ * S * C) * (diagonal (fun i => (y i : ℂ)) * (Cᴴ * S)) := by
          simp only [density, Matrix.mul_assoc]
      _ = _ := by rw [h, Matrix.one_mul]
  have ha : diagonal (fun i => (y i : ℂ)) *ᵥ ((Cᴴ * S) *ᵥ v) = μ • ((Cᴴ * S) *ᵥ v) := by
    rw [Matrix.mulVec_mulVec, ← hm, ← Matrix.mulVec_mulVec, he, Matrix.mulVec_smul]
  obtain ⟨i, hi⟩ : ∃ i, ((Cᴴ * S) *ᵥ v) i ≠ 0 := by
    by_contra hcon
    have hz : (Cᴴ * S) *ᵥ v = 0 := funext fun i => not_not.mp fun hi => hcon ⟨i, hi⟩
    rw [hz, Matrix.mulVec_zero] at hCa
    exact hv hCa.symm
  have hi' := congrFun ha i
  rw [Matrix.mulVec_diagonal, Pi.smul_apply, smul_eq_mul] at hi'
  exact ⟨i, (mul_right_cancel₀ hi hi').symm⟩
```

For Q = P′ the eigenvalues are thus among the numbers f(xᵢ). The lower bound follows from 0 ≤ xᵢ ≤ 1 and c > 0, because with t = xᵢ

f(t) = t²(1+c−t) / c ≥ 0.

The condition xᵢ ≤ 1 is needed for the upper bound. A single orbital with x = 3/2 has c = 3/2, and the step returns the occupation 3/2 unchanged.

## A coefficient of at least 1/2

The number c is the average of the occupations weighted by xᵢ(1−xᵢ), so the hypothesis `hc` says that the fractional occupations average at least one half in this weighting. It has two uses.

First, it gives c > 0 at once, so that division by c is allowed. The hypotheses `hx` and `hf` already imply c > 0, so the trace is conserved for smaller c too. The change of one occupation is

f(t) − t = (t²(1−t) − c t(1−t)) / c.

Summed over all orbitals, this gives

Σ (f(xᵢ) − xᵢ) = (Σ xᵢ²(1−xᵢ) − cD) / c = 0

by the definition of c. Hence tr(P′S) = tr(PS).

Second, it gives the upper bound. For 0 ≤ t ≤ 1,

1 − f(t) = (1−t)(c + ct − t²) / c,

and c ≥ 1/2 implies

c + ct − t² ≥ (1+t)/2 − t² = (1−t)(1+2t)/2 ≥ 0.

So f(t) ≤ 1.

The theorem `canonical_purification` takes `h`, `hx`, `hf` and `hc`. Its first conclusion is the equality of the two traces. Its second says that whenever a complex number μ and a non-zero vector v satisfy P′Sv = μv, μ equals a real r with 0 ≤ r ≤ 1. The bound is thus a property of the matrix P′S itself.

In the proof, `hsum` records the definition of c with the denominator cleared, and `purify_density` replaces P′ by its diagonal form. For the trace, `hterm` is the formula for the change of one occupation, and `hsum` makes the total change vanish. For the eigenvalues, `eigenvalue_mem_occupations` supplies the index i and r is taken as f(xᵢ). The two inequalities are then those above, with `nlinarith` proving c + ct − t² ≥ 0.

```lean
/-- Canonical purification in a non-orthogonal basis: for orbitals orthonormal in the metric
`S`, occupations in `[0,1]` that are not all 0 or 1, and canonical coefficient at least 1/2,
the step conserves `tr(PS)` and every eigenvalue of `P'S` is real and lies in `[0,1]`. -/
theorem canonical_purification {C S : Matrix n n ℂ} (h : Cᴴ * S * C = 1) {x : n → ℝ}
    (hx : ∀ i, 0 ≤ x i ∧ x i ≤ 1) (hf : ∃ i, x i ≠ 0 ∧ x i ≠ 1)
    (hc : 1 / 2 ≤ purifyCoeff x) :
    (purify (purifyCoeff x) S (density C x) * S).trace = (density C x * S).trace ∧
      ∀ (μ : ℂ) (v : n → ℂ), v ≠ 0 →
        (purify (purifyCoeff x) S (density C x) * S) *ᵥ v = μ • v →
        ∃ r : ℝ, 0 ≤ r ∧ r ≤ 1 ∧ μ = (r : ℂ) := by
  have hpos := fractional_pos hx hf
  generalize hcd : purifyCoeff x = c at hc ⊢
  have hsum : ∑ i, x i ^ 2 * (1 - x i) = c * ∑ i, x i * (1 - x i) :=
    (div_eq_iff hpos.ne').mp hcd
  have hc0 : 0 < c := by linarith
  rw [purify_density h]
  constructor
  · -- the changes of the occupations cancel by the choice of `c`
    have hterm : ∀ i, occupationMap c (x i)
        = x i + (x i ^ 2 * (1 - x i) - c * (x i * (1 - x i))) / c := by
      intro i
      rw [occupationMap, div_eq_iff hc0.ne', add_mul (x i), div_mul_cancel₀ _ hc0.ne']
      ring
    rw [trace_density h, trace_density h]
    congr 1
    rw [Finset.sum_congr rfl fun i _ => hterm i, Finset.sum_add_distrib, ← Finset.sum_div,
      Finset.sum_sub_distrib, ← Finset.mul_sum, hsum, sub_self, zero_div, add_zero]
  · intro μ v hv he
    obtain ⟨i, hi⟩ := eigenvalue_mem_occupations h hv he
    obtain ⟨h0, h1⟩ := hx i
    refine ⟨occupationMap c (x i), ?_, ?_, hi⟩
    · apply div_nonneg _ hc0.le
      have h2 : 0 ≤ x i ^ 2 * (1 + c - x i) := mul_nonneg (sq_nonneg _) (by linarith)
      linarith
    · -- `c - (1+c)t² + t³ = (1-t)(c + ct - t²)`
      rw [occupationMap, div_le_one hc0]
      have h2 : 0 ≤ c + c * x i - x i ^ 2 := by nlinarith
      have h3 := mul_nonneg (sub_nonneg.mpr h1) h2
      linarith
```

With a smaller c an occupation can exceed 1. Take four orbitals with occupations 0.9, 0.1, 0.1 and 0.1, for which c = 0.3. The step sends 0.9 to 1.08 and each 0.1 to 0.04. The sum is still 1.2, but the first occupation is no longer physical.

## Two overlapping basis functions

A small example meets all four conditions. Two normalised basis functions have overlap 3/5, and the orbitals have coefficient columns (1, 0) and (−3/4, 5/4). Occupations 3/4 and 1/2 give

c = (17/64) / (28/64) = 17/28.

The step changes them to 27/34 and 31/68, whose sum is again 5/4. The Lean statement checks the orthonormality of the orbitals and the inequality c ≥ 1/2; the other two conditions can be read off the occupations.

```lean
/-- Two normalised basis functions with overlap 3/5, orbitals orthonormal in that metric, and
occupations 3/4 and 1/2, whose canonical coefficient is at least 1/2. -/
theorem canonical_purification_witness :
    (!![1, -3/4; 0, 5/4] : Matrix (Fin 2) (Fin 2) ℂ)ᴴ * !![1, 3/5; 3/5, 1]
        * !![1, -3/4; 0, 5/4] = 1 ∧
      1 / 2 ≤ purifyCoeff (![3/4, 1/2] : Fin 2 → ℝ) := by
  constructor
  · -- the numerical entries are real
    have h3 : (starRingEnd ℂ) 3 = 3 := by apply Complex.ext <;> simp
    have h4 : (starRingEnd ℂ) 4 = 4 := by apply Complex.ext <;> simp
    have h5 : (starRingEnd ℂ) 5 = 5 := by apply Complex.ext <;> simp
    ext i j
    fin_cases i <;> fin_cases j <;>
      simp [Matrix.mul_apply, Fin.sum_univ_succ, h3, h4, h5] <;> norm_num
  · norm_num [purifyCoeff, Fin.sum_univ_succ]

end

end NonorthogonalCanonicalPurification
```

```lean
#print axioms NonorthogonalCanonicalPurification.purifyCoeff_eq_trace
#print axioms NonorthogonalCanonicalPurification.canonical_purification
```

```
'NonorthogonalCanonicalPurification.purifyCoeff_eq_trace' depends on axioms: [propext, Classical.choice, Quot.sound]
'NonorthogonalCanonicalPurification.canonical_purification' depends on axioms: [propext, Classical.choice, Quot.sound]
```
